# Products with an even number of factors σ·p are generated by $V$, $(\sigma\cdot p)V(\sigma\cdot p)$ and kinematic factors

A formal statement about the operator products of the Douglas–Kroll–Hess (DKH) method has to fix what an operator is and what "a function of $p^2$" means. Here the products are formed from one potential $V$, the operator $s = \sigma\cdot p$ and kinematic factors, and from nothing else. All of these are elements of an arbitrary ring, and a kinematic factor is required only to commute with $s$. It is assumed that $p^2$ has an inverse, and both $p^2$ and $p^{-2}$ are counted among the kinematic factors.

```lean
import Mathlib

open Matrix

namespace DKHEvenWords

/-- The factors of a DKH term: the potential `V`, the operator `s = σ·p`,
or a kinematic factor `d`. -/
inductive Letter (R : Type*) where
  | pot : Letter R
  | sigma : Letter R
  | kin (d : R) : Letter R

variable {R : Type*} [Ring R]

/-- The operator that a factor stands for. -/
def Letter.eval (V s : R) : Letter R → R
  | .pot => V
  | .sigma => s
  | .kin d => d

/-- The ordered operator product of a word of factors. -/
def wordProd (V s : R) (w : List (Letter R)) : R := (w.map (Letter.eval V s)).prod

/-- The number of factors `s = σ·p` in a word. -/
def sigmaCount : List (Letter R) → ℕ
  | [] => 0
  | .sigma :: w => sigmaCount w + 1
  | .pot :: w => sigmaCount w
  | .kin _ :: w => sigmaCount w

/-- All kinematic factors of the word are taken from `D`. -/
def Admissible (D : Set R) (w : List (Letter R)) : Prop := ∀ d, Letter.kin d ∈ w → d ∈ D

/-- The subring generated by `V`, `s V s` and the kinematic factors `D`. -/
def dkhRing (V s : R) (D : Set R) : Subring R := Subring.closure ({V, s * V * s} ∪ D)

/-- The kinematic set: its elements commute with `s`, and it contains `q = s²`
and an element `r` with `q r = 1`. -/
structure Kinematic (s r : R) (D : Set R) : Prop where
  comm : ∀ d ∈ D, d * s = s * d
  sq_mem : s * s ∈ D
  inv_mem : r ∈ D
  inv : s * s * r = 1

/-- Resolution of the identity: `s r s = 1`, that is `(σ·p) p⁻² (σ·p) = 1`. -/
theorem resolution {s r : R} {D : Set R} (h : Kinematic s r D) : s * r * s = 1 := by
  rw [mul_assoc, h.comm r h.inv_mem, ← mul_assoc, h.inv]

/-- The generated subring is stable under the sandwich `x ↦ s x s`. -/
theorem sandwich_mem {V s r : R} {D : Set R} (h : Kinematic s r D) {x : R}
    (hx : x ∈ dkhRing V s D) : s * x * s ∈ dkhRing V s D := by
  have hV : V ∈ dkhRing V s D := Subring.subset_closure (Or.inl (Or.inl rfl))
  have hW : s * V * s ∈ dkhRing V s D := Subring.subset_closure (Or.inl (Or.inr rfl))
  have hD : ∀ d ∈ D, d ∈ dkhRing V s D := fun d hd => Subring.subset_closure (Or.inr hd)
  have hq := hD _ h.sq_mem
  unfold dkhRing at hx
  induction hx using Subring.closure_induction with
  | mem x hx =>
    rcases hx with (hx | hx) | hx
    · rw [hx]; exact hW
    · -- s (s V s) s = q V q
      have hx' : x = s * V * s := hx
      have e : s * (s * V * s) * s = (s * s) * V * (s * s) := by noncomm_ring
      rw [hx', e]
      exact mul_mem (mul_mem hq hV) hq
    · -- s d s = d q
      rw [← h.comm x hx, mul_assoc]
      exact mul_mem (hD x hx) hq
  | zero => rw [mul_zero, zero_mul]; exact zero_mem _
  | one => rw [mul_one]; exact hq
  | add x y _ _ ihx ihy => rw [mul_add, add_mul]; exact add_mem ihx ihy
  | neg x _ ih => rw [mul_neg, neg_mul]; exact neg_mem ih
  | mul x y _ _ ihx ihy =>
    -- insert the resolution of the identity between x and y
    have e : (s * x * s) * r * (s * y * s) = s * (x * y) * s := by
      calc (s * x * s) * r * (s * y * s) = s * x * (s * r * s) * y * s := by noncomm_ring
        _ = s * (x * y) * s := by rw [resolution h]; noncomm_ring
    rw [← e]
    exact mul_mem (mul_mem ihx (hD r h.inv_mem)) ihy

/-- A word with an even number of factors `s` lies in the generated subring; a word with
an odd number does so after one more `s` is put in front. -/
theorem parity_mem {V s r : R} {D : Set R} (h : Kinematic s r D) (w : List (Letter R))
    (hw : Admissible D w) :
    (sigmaCount w % 2 = 0 → wordProd V s w ∈ dkhRing V s D) ∧
    (sigmaCount w % 2 = 1 → s * wordProd V s w ∈ dkhRing V s D) := by
  have hV : V ∈ dkhRing V s D := Subring.subset_closure (Or.inl (Or.inl rfl))
  have hD : ∀ d ∈ D, d ∈ dkhRing V s D := fun d hd => Subring.subset_closure (Or.inr hd)
  -- s a u = (s a s) r (s u)
  have step : ∀ a u : R, a ∈ dkhRing V s D → s * u ∈ dkhRing V s D →
      s * (a * u) ∈ dkhRing V s D := by
    intro a u ha hu
    have e : (s * a * s) * r * (s * u) = s * (a * u) := by
      calc (s * a * s) * r * (s * u) = s * a * (s * r * s) * u := by noncomm_ring
        _ = s * (a * u) := by rw [resolution h]; noncomm_ring
    rw [← e]
    exact mul_mem (mul_mem (sandwich_mem h ha) (hD r h.inv_mem)) hu
  induction w with
  | nil =>
    refine ⟨fun _ => one_mem _, fun hc => ?_⟩
    simp [sigmaCount] at hc
  | cons l w ih =>
    obtain ⟨ih0, ih1⟩ := ih (fun d hd => hw d (List.mem_cons_of_mem _ hd))
    have hp : wordProd V s (l :: w) = Letter.eval V s l * wordProd V s w := by
      simp [wordProd]
    rw [hp]
    cases l with
    | pot => exact ⟨fun hc => mul_mem hV (ih0 hc), fun hc => step V _ hV (ih1 hc)⟩
    | kin d =>
      have hd := hD d (hw d (by simp))
      exact ⟨fun hc => mul_mem hd (ih0 hc), fun hc => step d _ hd (ih1 hc)⟩
    | sigma =>
      simp only [sigmaCount, Letter.eval]
      refine ⟨fun hc => ih1 (by omega), fun hc => ?_⟩
      rw [← mul_assoc]
      exact mul_mem (hD _ h.sq_mem) (ih0 (by omega))

/-- Main theorem: every product of factors `V`, `s` and `d ∈ D` with an even number of
factors `s` lies in the subring generated by `V`, `s V s` and `D`. -/
theorem even_word_mem {V s r : R} {D : Set R} (h : Kinematic s r D) (w : List (Letter R))
    (hw : Admissible D w) (he : Even (sigmaCount w)) : wordProd V s w ∈ dkhRing V s D :=
  (parity_mem h w hw).1 (Nat.even_iff.mp he)

/-- A product with an odd number of factors `s` is `s` times an element of the
generated subring. -/
theorem odd_word_eq {V s r : R} {D : Set R} (h : Kinematic s r D) (w : List (Letter R))
    (hw : Admissible D w) (ho : Odd (sigmaCount w)) :
    ∃ a ∈ dkhRing V s D, wordProd V s w = s * a := by
  refine ⟨r * (s * wordProd V s w), mul_mem (Subring.subset_closure (Or.inr h.inv_mem))
    ((parity_mem h w hw).2 (Nat.odd_iff.mp ho)), ?_⟩
  rw [← mul_assoc, ← mul_assoc, resolution h, one_mul]

/-- The number of factors `s` is additive under concatenation of words. -/
theorem sigmaCount_append {S : Type*} (u w : List (Letter S)) :
    sigmaCount (u ++ w) = sigmaCount u + sigmaCount w := by
  induction u with
  | nil => simp [sigmaCount]
  | cons l u ih =>
    cases l <;> simp only [List.cons_append, sigmaCount, ih]
    all_goals omega

/-- The set of products of admissible words with an even number of factors `s`. -/
def evenWords (V s : R) (D : Set R) : Set R :=
  {x | ∃ w, Admissible D w ∧ Even (sigmaCount w) ∧ wordProd V s w = x}

/-- The generated subring consists exactly of the sums and differences of even products. -/
theorem mem_dkhRing_iff {V s r : R} {D : Set R} (h : Kinematic s r D) (x : R) :
    x ∈ dkhRing V s D ↔ x ∈ AddSubgroup.closure (evenWords V s D) := by
  constructor
  · intro hx
    rw [dkhRing, Subring.mem_closure_iff] at hx
    refine AddSubgroup.closure_mono ?_ hx
    intro y hy
    have hy' : y ∈ Submonoid.closure ({V, s * V * s} ∪ D) := hy
    clear hy
    induction hy' using Submonoid.closure_induction with
    | mem y hy =>
      rcases hy with (hy | hy) | hy
      · exact ⟨[.pot], by simp [Admissible], by simp [sigmaCount],
          by simp [wordProd, Letter.eval, hy]⟩
      · have hy' : y = s * V * s := hy
        exact ⟨[.sigma, .pot, .sigma], by simp [Admissible], ⟨1, rfl⟩,
          by simp [wordProd, Letter.eval, hy', mul_assoc]⟩
      · exact ⟨[.kin y], by simpa [Admissible] using hy, by simp [sigmaCount],
          by simp [wordProd, Letter.eval]⟩
    | one => exact ⟨[], by simp [Admissible], by simp [sigmaCount], by simp [wordProd]⟩
    | mul a b _ _ iha ihb =>
      -- even words concatenate to even words
      obtain ⟨u, hu, eu, rfl⟩ := iha
      obtain ⟨w, hw, ew, rfl⟩ := ihb
      refine ⟨u ++ w, fun d hd => (List.mem_append.mp hd).elim (hu d) (hw d), ?_,
        by simp [wordProd]⟩
      rw [sigmaCount_append]
      exact eu.add ew
  · intro hx
    have hle : AddSubgroup.closure (evenWords V s D) ≤ (dkhRing V s D).toAddSubgroup := by
      rw [AddSubgroup.closure_le]
      rintro y ⟨w, hw, ew, rfl⟩
      exact even_word_mem h w hw ew
    exact hle hx

/-- Model `s = 2 σ_x`. -/
def sM : Matrix (Fin 2) (Fin 2) ℚ := !![0, 2; 2, 0]

/-- Model potential `V = σ_z`. -/
def vM : Matrix (Fin 2) (Fin 2) ℚ := !![1, 0; 0, -1]

/-- Model kinematic factors: the multiples of the unit matrix. -/
def dM : Set (Matrix (Fin 2) (Fin 2) ℚ) := {d | ∃ c : ℚ, d = c • (1 : Matrix _ _ ℚ)}

/-- The model meets the kinematic conditions with `r = 1/4`, and `V` does not
commute with `s`. -/
theorem kinematic_witness :
    Kinematic sM ((1 / 4 : ℚ) • (1 : Matrix (Fin 2) (Fin 2) ℚ)) dM ∧ sM * vM ≠ vM * sM := by
  have hq : sM * sM = (4 : ℚ) • (1 : Matrix (Fin 2) (Fin 2) ℚ) := by
    ext i j
    fin_cases i <;> fin_cases j <;> norm_num [sM, Matrix.mul_apply, Fin.sum_univ_succ]
  refine ⟨⟨?_, ⟨4, hq⟩, ⟨1 / 4, rfl⟩, ?_⟩, fun hc => ?_⟩
  · rintro d ⟨c, rfl⟩
    simp
  · rw [hq, smul_mul_smul_comm]
    norm_num
  · have := congrFun (congrFun hc 0) 1
    norm_num [sM, vM, Matrix.mul_apply, Fin.sum_univ_succ] at this

/-- Sharpness: in the model the single factor `s` is not in the generated subring. -/
theorem single_sigma_not_mem : sM ∉ dkhRing vM sM dM := by
  -- every generator commutes with σ_z, while s does not
  have hle : dkhRing vM sM dM ≤ Subring.centralizer {vM} := by
    rw [dkhRing, Subring.closure_le]
    intro x hx
    refine Subring.mem_centralizer_iff.mpr (fun g hg => ?_)
    have hg' : g = vM := hg
    rcases hx with (hx | hx) | ⟨c, hx⟩
    · rw [hx, hg']
    · have hx' : x = sM * vM * sM := hx
      rw [hx', hg']
      ext i j
      fin_cases i <;> fin_cases j <;> norm_num [sM, vM, Matrix.mul_apply, Fin.sum_univ_succ]
    · rw [hx]
      simp
  intro hs
  exact kinematic_witness.2 (Subring.mem_centralizer_iff.mp (hle hs) vM rfl).symm

end DKHEvenWords
```

```lean
#print axioms DKHEvenWords.even_word_mem
#print axioms DKHEvenWords.odd_word_eq
#print axioms DKHEvenWords.mem_dkhRing_iff
#print axioms DKHEvenWords.single_sigma_not_mem
```

```
'DKHEvenWords.even_word_mem' depends on axioms: [propext, Classical.choice, Quot.sound]
'DKHEvenWords.odd_word_eq' depends on axioms: [propext, Classical.choice, Quot.sound]
'DKHEvenWords.mem_dkhRing_iff' depends on axioms: [propext, Classical.choice, Quot.sound]
'DKHEvenWords.single_sigma_not_mem' depends on axioms: [propext, Classical.choice, Quot.sound]
```

## What the statements say

$R$ is a ring, not assumed commutative, and $V, s, r \in R$. Write $q = s^2$. The structure `Kinematic s r D` collects four hypotheses on a subset $D \subseteq R$: every $d \in D$ satisfies $ds = sd$ (`comm`), $q \in D$ (`sq_mem`), $r \in D$ (`inv_mem`), and $qr = 1$ (`inv`). The elements of $D$ are not required to commute with one another, and $D$ need not be closed under sums or products.

A `Letter` is one of three symbols: `pot`, `sigma`, or `kin d` with $d \in R$. `Letter.eval` sends them to $V$, $s$ and $d$. A word $w$ is a finite list of letters. Its product $\Pi(w)$, `wordProd V s w`, is taken from left to right, and the empty word has product $1$. The number $n(w)$, `sigmaCount w`, counts the letters `sigma`; it is a property of the word and not of the operator $\Pi(w)$. A word is `Admissible` when every `kin d` in it has $d \in D$. Finally $\mathcal{A}$, `dkhRing V s D`, is the smallest subring containing $V$, $sVs$ and $D$, that is, all finite sums and differences of finite products of these generators, the empty product $1$ included.

Under `Kinematic s r D` the theorems read as follows. By `even_word_mem`, an admissible word with $n(w)$ even has $\Pi(w) \in \mathcal{A}$. By `odd_word_eq`, an admissible word with $n(w)$ odd has $\Pi(w) = s\,a$ for some $a \in \mathcal{A}$. By `mem_dkhRing_iff`, $\mathcal{A}$ equals the additive subgroup generated by `evenWords V s D`, so $\mathcal{A}$ contains the sums and differences of even products and nothing else. The last two theorems concern one example in $2\times 2$ rational matrices, $s = 2\sigma_x$, $V = \sigma_z$, $D = \{a\mathbb{1} : a \in \mathbb{Q}\}$, $r = \tfrac14\mathbb{1}$. It satisfies `Kinematic` with $sV \ne Vs$ (`kinematic_witness`), and in it $s \notin \mathcal{A}$ (`single_sigma_not_mem`).

## The physics encoded

For one electron in two-component form, $\sigma$ is the vector of Pauli matrices, $p$ the momentum, $s = \sigma\cdot p$, and $s^2 = p^2$ because the components of $p$ commute. So $q$ is $p^2$ and $r$ is $p^{-2}$. With mass $m$ and speed of light $c$, the kinematic factors of the free-particle transformation are
$$E_p = \sqrt{p^2c^2 + m^2c^4}, \qquad A_p = \sqrt{\frac{E_p + mc^2}{2E_p}}, \qquad K_p = \frac{c}{E_p + mc^2}.$$
All are functions of $s^2$ and commute with $s$, which is the one property the proof takes from them. The first-order DKH term for the electronic block,
$$A_p V A_p + A_p K_p\,(sVs)\,K_p A_p ,$$
is the sum of the products of two words, with $n = 0$ and $n = 2$. At higher orders terms also occur in which two factors $s$ enclose more than one potential, with the pattern $sVdVs$. Some of these potentials carry energy denominators; the last section writes such a potential as a sum of words when $p^2$ has finitely many eigenvalues. For the one-electron Hamiltonian, treated as formal operator algebra, the theorem says that every even product can be rewritten in terms of $V$, $sVs$ and kinematic factors, so that no isolated $\sigma\cdot p$ remains.

The DKH Hamiltonian itself is not constructed. The Dirac operator, the sequence of unitary transformations and the claim that block-diagonal terms carry an even number of factors $s$ do not appear; evenness is the hypothesis `he`. The ring has no adjoint, norm or domain, and invertibility of $q$ is assumed, whereas $p^2$ on square-integrable functions has no bounded inverse. There is one potential $V$, about which nothing is assumed. There are no scalars either: integer coefficients come from repeated sums, while a coefficient such as $\tfrac12$ is not provided by the ring structure and can be supplied by placing the corresponding multiple of $1$, or of a kinematic factor, in $D$. The hypotheses also allow $s \in D$, since $s$ commutes with itself. The conclusion is then trivial, so the content depends on the choice of $D$; the intended choice is a set of functions of $p^2$. The theorems state membership in $\mathcal{A}$ and give no bound on the length of the rewritten expression.

## Why it is true

The starting point is a resolution of the identity. Since $r \in D$ commutes with $s$,
$$s\,r\,s = s\,(rs) = s\,(sr) = (ss)\,r = qr = 1 .$$
In physical notation, $(\sigma\cdot p)\,p^{-2}\,(\sigma\cdot p) = 1$. The four rewrites in `resolution` are these equalities in order: `mul_assoc`, `h.comm r h.inv_mem`, `← mul_assoc`, `h.inv`.

Next, $\mathcal{A}$ is stable under the sandwich $x \mapsto sxs$. On the generators and on $1$,
$$s\,V\,s \in \mathcal{A}, \qquad s\,(sVs)\,s = qVq, \qquad s\,d\,s = d\,s\,s = dq, \qquad s\,1\,s = q,$$
and each right-hand side is a product of generators because $q \in D$. The sandwich is additive, so sums and negatives cause no difficulty. For a product $xy$ with $sxs, sys \in \mathcal{A}$, insert the resolution between the factors:
$$s\,xy\,s = s\,x\,(srs)\,y\,s = (sxs)\,r\,(sys) \in \mathcal{A}.$$
In `sandwich_mem` this is an induction by `Subring.closure_induction`, whose cases `mem`, `zero`, `one`, `add`, `neg`, `mul` follow the construction of $\mathcal{A}$. In `mul`, the `calc` block regroups the product with `noncomm_ring` until `s * r * s` stands in the middle, and `resolution h` replaces it by $1$.

Induction on words needs a statement that covers both parities, since removing a letter can change the parity. The claim of `parity_mem` is that $\Pi(w) \in \mathcal{A}$ when $n(w)$ is even and $s\,\Pi(w) \in \mathcal{A}$ when $n(w)$ is odd. The empty word has $n = 0$ and product $1 \in \mathcal{A}$, and its odd half is vacuous. Now prepend a letter to $w$ and write $u = \Pi(w)$; the equation `hp` says that the new product is the value of the letter times $u$.

If the letter stands for $a = V$ or $a = d \in D$, the parity is unchanged and $a \in \mathcal{A}$. For even parity $au \in \mathcal{A}$, as a product of two members. For odd parity $su \in \mathcal{A}$ is known, and
$$s\,a\,u = s\,a\,(srs)\,u = (sas)\,r\,(su)$$
has its first factor in $\mathcal{A}$ by the sandwich property. This is the local fact `step`. If the letter is $s$, the parity flips. When the new word is even, $w$ was odd, and the product $su$ lies in $\mathcal{A}$ by the induction hypothesis `ih1`. When the new word is odd, $w$ was even, and $s\,(su) = qu \in \mathcal{A}$ by `ih0`. The calls to `omega` do the arithmetic modulo 2.

`even_word_mem` is the first half of this claim. For `odd_word_eq` take $a = r\,(s\,\Pi(w))$, which lies in $\mathcal{A}$ by the second half; then $sa = (srs)\,\Pi(w) = \Pi(w)$.

For `mem_dkhRing_iff`, one direction follows because $\mathcal{A}$ is an additive subgroup containing every even product. For the other, `Subring.mem_closure_iff` describes $\mathcal{A}$ as the additive closure of the finite products of generators, so it suffices that each such product is an even product. The generators are the products of the words `[.pot]`, `[.sigma, .pot, .sigma]` and `[.kin y]`, with $n = 0, 2, 0$, and $1$ is the product of the empty word. Concatenating words $w_1$ and $w_2$ gives $\Pi(w_1 w_2) = \Pi(w_1)\Pi(w_2)$ and $n(w_1 w_2) = n(w_1) + n(w_2)$ by `sigmaCount_append`, which is again even.

In the matrix example $s^2 = 4\cdot\mathbb{1}$, so $q$ and $r = \tfrac14\mathbb{1}$ are multiples of the unit matrix with $qr = \mathbb{1}$, and such multiples commute with $s$. With rows and columns numbered $0, 1$, the entry $(0,1)$ of $sV$ is $-2$ and that of $Vs$ is $+2$. The generators are $\sigma_z$, $sVs = 4\sigma_x\sigma_z\sigma_x = -4\sigma_z$ and multiples of $\mathbb{1}$, all commuting with $\sigma_z$. The matrices commuting with $\sigma_z$ form a subring, `Subring.centralizer {vM}`, so it contains $\mathcal{A}$ (`hle`), while $s$ is not in it. The one-letter word $s$ is therefore an admissible odd word whose product lies outside $\mathcal{A}$, and `even_word_mem` would be false without `he`. This does not place every odd product outside $\mathcal{A}$: the word $s\cdot 0$ is odd and admissible in the example and has product $0$. The example is purely algebraic, since a physical scalar potential fails to commute with $\sigma\cdot p$ through its position dependence and not through spin.

## Another model, and the step in a program

The two remarks that follow connect the ring statement to finite bases and were not put through Lean.

One could model $s$ as a linear map from a finite-dimensional large-component space $L$ to a small-component space $S$, with adjoint $s^\dagger$ and $q = s^\dagger s$ invertible on $L$. Words would then have to respect which space each factor acts on, and commutation with $s$ would become an intertwining relation between factors on $L$ and on $S$. The operator $s\,q^{-1}s^\dagger$ is the orthogonal projector onto the image of $s$, and it is the identity on $S$ exactly when $s$ is onto. The resolution of the identity would no longer follow from invertibility of $q$; it would be a condition on the choice of $S$, met when $S$ is spanned by the images under $\sigma\cdot p$ of the basis of $L$.

In a matrix implementation the matrix of $p^2$ is diagonalised in an orthonormalised basis, with eigenvalues $p_i^2$, so that kinematic factors and $p^{-2}$ become diagonal matrices. The matrices of $V$ and of
$$sVs = p\cdot V p + i\,\sigma\cdot(pV \times p)$$
are transformed to this basis; a scalar-relativistic code keeps only $p\cdot Vp$, which is a further approximation. From second order on, the terms contain $\tilde V$ with elements $\tilde V_{ij} = V_{ij}/(E_i + E_j)$, where $E_i$ is $E_p$ at $p_i^2$. If $p^2$ has finitely many eigenvalues, now listed without repetition and with spectral projectors $P_i$, then $\tilde V = \sum_{ij} (E_i + E_j)^{-1} P_i V P_j$ is a sum of words with $n = 0$, provided the scalar multiples of the $P_i$ belong to $D$. A typical product is rewritten as
$$s\,\tilde V A_p^2\, V s = s\,\tilde V\,(srs)\,A_p^2\, V s = (s\tilde V s)\; p^{-2} A_p^2\;(sVs),$$
and then evaluated as a product of matrices. The rewriting is exact in the ring, while replacing the matrix of a product by the product of matrices is exact for a complete basis, or when the factors map the span of the basis into itself, and is in general an approximation otherwise.
